# With n > 3 and m > 0, the Mayer integral of a repulsion λᵐr⁻ⁿ has a finite right derivative at λ = 0 exactly when 3m ≥ n

For $n>3$, $m>0$ and $\lambda\ge 0$, the radial Mayer integral of a particle coupled in through the reduced energy $\lambda^m r^{-n}$ should be

$$I(\lambda)=\int_0^\infty r^2\left(1-e^{-\lambda^m r^{-n}}\right)dr=c\,\lambda^{3m/n},\qquad 0<c<\infty,$$

with a finite right derivative at $\lambda=0$ exactly when $3m\ge n$. I know this as a scaling argument for the endpoint singularity in thermodynamic integration. Can it be made rigorous, convergence included, and checked in Lean 4 with Mathlib?

## Rescaling the distance gives the exponent

Yes. The constant is the integral at unit strength, $c=I(1)$, which depends on $n$ but not on $m$.

**Convergence.** Let $a>0$ be the coupling strength. The integrand $r^2(1-e^{-ar^{-n}})$ lies between $0$ and $r^2$, so the region $r\le1$ is harmless. For $r>1$, $1-e^{-x}\le x$ bounds it by $a r^{2-n}$, which is integrable when $n>3$. If instead $n\le3$, put $t=r^{-3}\le1$. Then $r^{-n}\ge t$, and $e^{x}\ge1+x$ gives

$$1-e^{-ar^{-n}}\ge 1-e^{-at}\ge\frac{at}{1+at}\ge\frac{a}{1+a}\,t .$$

The integrand is thus at least a positive multiple of $1/r$, and the integral diverges. For $n>3$ the integrand is positive everywhere, so $c>0$.

**Power law.** For $\lambda>0$ set $r=bs$ with $b=\lambda^{m/n}$. Then $\lambda^m r^{-n}=s^{-n}$ and $r^2dr=b^3s^2ds$, so $I(\lambda)=cb^3=c\lambda^{3m/n}$. At $\lambda=0$ both sides vanish.

**Endpoint.** Since $I(0)=0$,

$$\frac{I(\lambda)-I(0)}{\lambda}=c\,\lambda^{3m/n-1}.$$

As $\lambda\to0^+$ this tends to $+\infty$ if $3m<n$, to $c$ if $3m=n$, and to $0$ if $3m>n$.

For one solute in an ideal gas of density $\rho$, the insertion free energy in thermal units is $4\pi\rho I(\lambda)$, so in that non-interacting solvent the thermodynamic-integration integrand at $\lambda>0$ is $4\pi\rho I'(\lambda)$. As $\lambda\to0^+$ it diverges, tends to a positive constant or tends to zero in the same three cases. With $n=12$, linear coupling ($m=1$) gives a slope diverging as $\lambda^{-3/4}$, while $m=4$ gives a finite one.

## What the Lean theorems say

`mayerIntegrand n a r` is the integrand at strength `a`, `insertionIntegral n m lam` is $I(\lambda)$, and `amplitude n` is $c$. All parameters are real, so `n` and `m` need not be integers. Distances are dimensionless and energies are in units of the thermal energy; the angular factor $4\pi$ is left out.

`insertion_power_law` states integrability, positivity of $c$ and the power law together. Integrability matters because Lean assigns the value zero to a divergent integral. In `finite_endpoint_derivative_iff`, `HasDerivWithinAt` on `Ici 0` at `0` is the right derivative, and the real number `d` expresses its finiteness.

The theorems concern a purely repulsive inverse power and a single radial integral. Attractions, solvent correlations and the free energy itself do not enter the file.

```lean
import Mathlib

open MeasureTheory Set Filter Topology

namespace RepulsiveInsertionEndpoint

noncomputable section

/-- Radial integrand `r² (1 - exp (-a r⁻ⁿ))` for a repulsive pair energy `a r⁻ⁿ`
in units of the thermal energy. -/
def mayerIntegrand (n a r : ℝ) : ℝ :=
  r ^ 2 * (1 - Real.exp (-(a * r ^ (-n))))

/-- Radial Mayer integral of a particle coupled through the pair energy `lam ^ m * r⁻ⁿ`. -/
def insertionIntegral (n m lam : ℝ) : ℝ :=
  ∫ r in Ioi (0 : ℝ), mayerIntegrand n (lam ^ m) r

/-- Radial Mayer integral at unit coupling strength. -/
def amplitude (n : ℝ) : ℝ :=
  ∫ r in Ioi (0 : ℝ), mayerIntegrand n 1 r

/-- The radial volume factor `r²` raises the exponent of a power of the distance by two. -/
theorem sq_mul_rpow {r : ℝ} (hr : 0 < r) (s : ℝ) : r ^ 2 * r ^ s = r ^ (2 + s) := by
  rw [Real.rpow_add hr, Real.rpow_two]

/-- For a repulsive energy the radial integrand is nonnegative at every positive distance. -/
theorem mayerIntegrand_nonneg {n a r : ℝ} (ha : 0 ≤ a) (hr : 0 < r) :
    0 ≤ mayerIntegrand n a r := by
  have h : Real.exp (-(a * r ^ (-n))) ≤ 1 := by
    apply Real.exp_le_one_iff.2
    have := mul_nonneg ha (Real.rpow_nonneg hr.le (-n))
    linarith
  exact mul_nonneg (sq_nonneg r) (by linarith)

/-- At positive coupling strength the radial integrand is integrable over all distances
exactly when the repulsion decays faster than `r⁻³`. -/
theorem integrable_iff {n a : ℝ} (ha : 0 < a) :
    IntegrableOn (mayerIntegrand n a) (Ioi 0) ↔ 3 < n := by
  constructor
  · intro h
    by_contra hn
    have hn3 : n ≤ 3 := not_lt.1 hn
    have h1 : IntegrableOn (mayerIntegrand n a) (Ioi 1) :=
      h.mono_set (Ioi_subset_Ioi zero_le_one)
    -- a slowly decaying repulsion dominates a multiple of 1/r
    have h2 : IntegrableOn (fun r : ℝ => r ^ (-1 : ℝ)) (Ioi 1) := by
      have hmeas : Measurable (fun r : ℝ => r ^ (-1 : ℝ)) := by fun_prop
      refine Integrable.mono' (h1.const_mul ((1 + a) / a)) hmeas.aestronglyMeasurable
        (ae_restrict_of_forall_mem measurableSet_Ioi fun r hr => ?_)
      have hr1 : 1 < r := hr
      have hr0 : 0 < r := by linarith
      have ht0 : 0 < r ^ (-3 : ℝ) := Real.rpow_pos_of_pos hr0 _
      have ht1 : r ^ (-3 : ℝ) ≤ 1 :=
        Real.rpow_le_one_of_one_le_of_nonpos hr1.le (by norm_num)
      have htn : r ^ (-3 : ℝ) ≤ r ^ (-n) :=
        Real.rpow_le_rpow_of_exponent_le hr1.le (by linarith)
      have hpow : r ^ 2 * r ^ (-3 : ℝ) = r ^ (-1 : ℝ) := by
        rw [sq_mul_rpow hr0]; norm_num
      rw [Real.norm_of_nonneg (Real.rpow_nonneg hr0.le _), ← hpow]
      unfold mayerIntegrand
      generalize r ^ (-3 : ℝ) = t at ht0 ht1 htn
      have hat : 0 < a * t := mul_pos ha ht0
      have hmono : Real.exp (-(a * r ^ (-n))) ≤ Real.exp (-(a * t)) := by
        apply Real.exp_le_exp.2
        have := mul_le_mul_of_nonneg_left htn ha.le
        linarith
      have hE1 : Real.exp (-(a * t)) ≤ 1 := Real.exp_le_one_iff.2 (by linarith)
      have hE : Real.exp (-(a * t)) * (1 + a * t) ≤ 1 := by
        calc Real.exp (-(a * t)) * (1 + a * t)
            ≤ Real.exp (-(a * t)) * Real.exp (a * t) :=
              mul_le_mul_of_nonneg_left (by linarith [Real.add_one_le_exp (a * t)])
                (Real.exp_pos _).le
          _ = 1 := by rw [← Real.exp_add]; simp
      have hprod := mul_nonneg (mul_nonneg ha.le (sub_nonneg.2 ht1)) (sub_nonneg.2 hE1)
      have hlast := mul_le_mul_of_nonneg_left hmono (by linarith : (0 : ℝ) ≤ 1 + a)
      have key : t ≤ (1 + a) / a * (1 - Real.exp (-(a * r ^ (-n)))) := by
        rw [div_mul_eq_mul_div, le_div_iff₀ ha]
        nlinarith
      calc r ^ 2 * t ≤ r ^ 2 * ((1 + a) / a * (1 - Real.exp (-(a * r ^ (-n))))) :=
            mul_le_mul_of_nonneg_left key (sq_nonneg r)
        _ = (1 + a) / a * (r ^ 2 * (1 - Real.exp (-(a * r ^ (-n))))) := by ring
    have h3 := (integrableOn_Ioi_rpow_iff zero_lt_one).1 h2
    linarith
  · intro hn
    have hmeas : Measurable (mayerIntegrand n a) := by
      have : Measurable (fun r : ℝ => r ^ 2 * (1 - Real.exp (-(a * r ^ (-n))))) := by
        fun_prop
      exact this
    rw [← Ioc_union_Ioi_eq_Ioi (zero_le_one' ℝ)]
    refine IntegrableOn.union ?_ ?_
    · -- the core contributes at most r² ≤ 1
      have hc : IntegrableOn (fun _ : ℝ => (1 : ℝ)) (Ioc 0 1) :=
        continuous_const.integrableOn_Ioc
      refine Integrable.mono' hc hmeas.aestronglyMeasurable
        (ae_restrict_of_forall_mem measurableSet_Ioc fun r hr => ?_)
      rw [Real.norm_of_nonneg (mayerIntegrand_nonneg ha.le hr.1)]
      unfold mayerIntegrand
      have h1 : r ^ 2 ≤ 1 := by nlinarith [hr.1, hr.2]
      nlinarith [mul_nonneg (sq_nonneg r) (Real.exp_pos (-(a * r ^ (-n)))).le]
    · -- the tail is bounded by the pair energy itself
      have hc : IntegrableOn (fun r : ℝ => r ^ (2 + -n)) (Ioi 1) :=
        (integrableOn_Ioi_rpow_iff zero_lt_one).2 (by linarith)
      refine Integrable.mono' (hc.const_mul a) hmeas.aestronglyMeasurable
        (ae_restrict_of_forall_mem measurableSet_Ioi fun r hr => ?_)
      have hr0 : 0 < r := lt_trans zero_lt_one hr
      rw [Real.norm_of_nonneg (mayerIntegrand_nonneg ha.le hr0), ← sq_mul_rpow hr0]
      unfold mayerIntegrand
      have h1 := Real.add_one_le_exp (-(a * r ^ (-n)))
      calc r ^ 2 * (1 - Real.exp (-(a * r ^ (-n)))) ≤ r ^ 2 * (a * r ^ (-n)) :=
            mul_le_mul_of_nonneg_left (by linarith) (sq_nonneg r)
        _ = a * (r ^ 2 * r ^ (-n)) := by ring

/-- The Mayer integral at unit coupling strength is positive when `n > 3`. -/
theorem amplitude_pos {n : ℝ} (hn : 3 < n) : 0 < amplitude n := by
  unfold amplitude
  rw [setIntegral_pos_iff_support_of_nonneg_ae
    (ae_restrict_of_forall_mem measurableSet_Ioi
      fun r hr => mayerIntegrand_nonneg zero_le_one hr)
    ((integrable_iff zero_lt_one).2 hn)]
  have hsub : Ioi (0 : ℝ) ⊆ Function.support (mayerIntegrand n 1) ∩ Ioi 0 := by
    intro r hr
    have hr0 : 0 < r := hr
    refine ⟨ne_of_gt ?_, hr⟩
    have h : Real.exp (-(1 * r ^ (-n))) < 1 := by
      apply Real.exp_lt_one_iff.2
      have := Real.rpow_pos_of_pos hr0 (-n)
      linarith
    exact mul_pos (pow_pos hr0 2) (by linarith)
  exact lt_of_lt_of_le (by simp) (measure_mono hsub)

/-- For `n > 3`, `m > 0` and `lam ≥ 0` the Mayer integral converges and equals a positive
constant, independent of `lam` and `m`, times `lam ^ (3m/n)`. -/
theorem insertion_power_law {n m lam : ℝ} (hn : 3 < n) (hm : 0 < m) (hl : 0 ≤ lam) :
    IntegrableOn (mayerIntegrand n (lam ^ m)) (Ioi 0) ∧ 0 < amplitude n ∧
      insertionIntegral n m lam = amplitude n * lam ^ (3 * m / n) := by
  have hn0 : 0 < n := by linarith
  rcases hl.eq_or_lt with h0 | hpos
  · subst h0
    have hp : 3 * m / n ≠ 0 := by positivity
    have hz : mayerIntegrand n ((0 : ℝ) ^ m) = fun _ => 0 := by
      funext r
      simp [mayerIntegrand, Real.zero_rpow hm.ne']
    refine ⟨?_, amplitude_pos hn, ?_⟩
    · rw [hz]; exact integrableOn_zero
    · unfold insertionIntegral
      rw [hz, Real.zero_rpow hp]; simp
  · refine ⟨(integrable_iff (Real.rpow_pos_of_pos hpos m)).2 hn, amplitude_pos hn, ?_⟩
    -- measure distances in units of b = lam ^ (m/n)
    obtain ⟨b, hbd⟩ : ∃ b, b = lam ^ (m / n) := ⟨_, rfl⟩
    have hb : 0 < b := by rw [hbd]; exact Real.rpow_pos_of_pos hpos _
    have hbn : lam ^ m * b ^ (-n) = 1 := by
      have he : m + m / n * -n = 0 := by field_simp; ring
      rw [hbd, ← Real.rpow_mul hl, ← Real.rpow_add hpos, he, Real.rpow_zero]
    have hb3 : b ^ 3 = lam ^ (3 * m / n) := by
      rw [hbd, ← Real.rpow_natCast, ← Real.rpow_mul hl]
      congr 1
      push_cast
      ring
    have h2 : ∫ r in Ioi (0 : ℝ), mayerIntegrand n (lam ^ m) (b * r)
        = b ^ 2 * amplitude n := by
      unfold amplitude
      rw [← integral_const_mul]
      refine setIntegral_congr_fun measurableSet_Ioi fun r hr => ?_
      have hr0 : 0 < r := hr
      simp only [mayerIntegrand]
      rw [Real.mul_rpow hb.le hr0.le, ← mul_assoc (lam ^ m), hbn]
      ring
    have h := integral_comp_mul_left_Ioi (mayerIntegrand n (lam ^ m)) 0 hb
    rw [h2, mul_zero, smul_eq_mul] at h
    unfold insertionIntegral
    rw [← hb3]
    calc _ = b * (b⁻¹ * ∫ r in Ioi (0 : ℝ), mayerIntegrand n (lam ^ m) r) := by
          rw [mul_inv_cancel_left₀ hb.ne']
      _ = amplitude n * b ^ 3 := by rw [← h]; ring

/-- At positive coupling the Mayer integral has a slope proportional to
`lam ^ (3m/n - 1)`. -/
theorem slope_at_positive_coupling {n m lam : ℝ} (hn : 3 < n) (hm : 0 < m) (hl : 0 < lam) :
    HasDerivAt (insertionIntegral n m)
      (amplitude n * (3 * m / n * lam ^ (3 * m / n - 1))) lam := by
  refine ((Real.hasDerivAt_rpow_const (Or.inl hl.ne')).const_mul
    (amplitude n)).congr_of_eventuallyEq ?_
  filter_upwards [Ioi_mem_nhds hl] with x hx
  exact (insertion_power_law hn hm (le_of_lt hx)).2.2

/-- For `n > 3` and `m > 0`, if `3m < n`, the difference quotient of the Mayer integral at zero
coupling diverges to `+∞`. -/
theorem endpoint_divergence {n m : ℝ} (hn : 3 < n) (hm : 0 < m) (h : 3 * m < n) :
    Tendsto (slope (insertionIntegral n m) 0) (𝓝[>] 0) atTop := by
  have hn0 : 0 < n := by linarith
  have hp : 0 < 1 - 3 * m / n := by
    have := (div_lt_one hn0).2 h
    linarith
  have hp0 : 3 * m / n ≠ 0 := by positivity
  have ht : Tendsto (fun x : ℝ => amplitude n * (x⁻¹) ^ (1 - 3 * m / n)) (𝓝[>] 0) atTop :=
    ((tendsto_rpow_atTop hp).comp tendsto_inv_nhdsGT_zero).const_mul_atTop (amplitude_pos hn)
  refine ht.congr' ?_
  filter_upwards [self_mem_nhdsWithin] with x hx
  have hx0 : 0 < x := hx
  rw [slope_def_field, (insertion_power_law hn hm hx0.le).2.2,
    (insertion_power_law hn hm le_rfl).2.2, Real.zero_rpow hp0,
    Real.inv_rpow hx0.le, ← Real.rpow_neg hx0.le, neg_sub, Real.rpow_sub_one hx0.ne']
  ring

/-- For `n > 3` and `m > 0`, if `3m ≥ n`, the right derivative of the Mayer integral at zero
coupling is the unit-strength integral when `3m = n` and zero otherwise. -/
theorem endpoint_derivative {n m : ℝ} (hn : 3 < n) (hm : 0 < m) (h : n ≤ 3 * m) :
    HasDerivWithinAt (insertionIntegral n m)
      (if 3 * m = n then amplitude n else 0) (Ici 0) 0 := by
  have hn0 : 0 < n := by linarith
  have hp : 1 ≤ 3 * m / n := (one_le_div hn0).2 h
  have hd := ((Real.hasDerivAt_rpow_const (x := 0) (Or.inr hp)).const_mul
    (amplitude n)).hasDerivWithinAt (s := Ici 0)
  have hval : amplitude n * (3 * m / n * (0 : ℝ) ^ (3 * m / n - 1))
      = if 3 * m = n then amplitude n else 0 := by
    split_ifs with he
    · rw [he, div_self hn0.ne']; simp
    · have hne : 3 * m / n - 1 ≠ 0 := by
        intro h0
        exact he ((div_eq_one_iff_eq hn0.ne').1 (by linarith))
      rw [Real.zero_rpow hne]; simp
  rw [hval] at hd
  exact hd.congr (fun x hx => (insertion_power_law hn hm hx).2.2)
    (insertion_power_law hn hm le_rfl).2.2

/-- For `n > 3` and `m > 0`, the Mayer integral has a finite right derivative at zero coupling
exactly when `3m ≥ n`. -/
theorem finite_endpoint_derivative_iff {n m : ℝ} (hn : 3 < n) (hm : 0 < m) :
    (∃ d, HasDerivWithinAt (insertionIntegral n m) d (Ici 0) 0) ↔ n ≤ 3 * m := by
  constructor
  · rintro ⟨d, hd⟩
    by_contra h
    have hs := (hasDerivWithinAt_iff_tendsto_slope' (by simp)).1
      (hd.mono Ioi_subset_Ici_self)
    exact not_tendsto_nhds_of_tendsto_atTop
      (endpoint_divergence hn hm (not_le.1 h)) d hs
  · intro h
    exact ⟨_, endpoint_derivative hn hm h⟩

end

end RepulsiveInsertionEndpoint
```

```lean
#print axioms RepulsiveInsertionEndpoint.slope_at_positive_coupling
-- 'RepulsiveInsertionEndpoint.slope_at_positive_coupling' depends on axioms: [propext, Classical.choice, Quot.sound]
#print axioms RepulsiveInsertionEndpoint.finite_endpoint_derivative_iff
-- 'RepulsiveInsertionEndpoint.finite_endpoint_derivative_iff' depends on axioms: [propext, Classical.choice, Quot.sound]
```

## How the proof follows the calculation

`integrable_iff` splits the domain at $r=1$ and applies the two upper bounds through `Integrable.mono'`. Its converse uses the lower bound, named `key`, to derive integrability of $1/r$ on $(1,\infty)$, a contradiction. `amplitude_pos` shows that the integrand is nonzero on the whole half-line, a set of positive measure.

In `insertion_power_law`, `hbn` is the cancellation $\lambda^m b^{-n}=1$, `hb3` identifies $b^3$ with $\lambda^{3m/n}$, and `integral_comp_mul_left_Ioi` performs the substitution. `slope_at_positive_coupling`, which also assumes $n>3$ and $m>0$, then differentiates the power law at $\lambda>0$.

At zero, `endpoint_divergence` rewrites the difference quotient as $c(\lambda^{-1})^{1-3m/n}$, which has a positive exponent when $3m<n$. `endpoint_derivative` uses the derivative of a real power with exponent at least one, and its `if` separates the values $c$ and $0$. The final equivalence combines them: a finite derivative would give the quotient a finite limit, which the divergence excludes.

## The same integral over three-dimensional space

The factor $1-e^{-\lambda^m r^{-n}}$, which is minus the usual Mayer function, could have been integrated over vectors in $\mathbb R^3$ instead of over the radius. The constant would become $4\pi c$, while the exponent and the criterion $3m\ge n$ would stay the same. The factor $b^3$ would then come directly from the scaling of volume, but relating the result to the radial integral would take a polar-coordinate step.
